# A damped shift puts the preconditioned eigenvalues of a Hermitian matrix on a circle, the least of modulus \(d/\sqrt{d^2+\eta^2}\)

Some frequency-domain response calculations solve \((H-w)u=b\) with a Hermitian \(H\) at a real frequency \(w\), in units with \(\hbar=1\). Near a resonance this system is nearly singular. The damped matrix \(H-w-i\eta\), with \(\eta>0\), is further from singular, and one may use it as a preconditioner and run GMRES on

\[
Pu=(H-w-i\eta)^{-1}b,\qquad P=(H-w-i\eta)^{-1}(H-w).
\]

Each iteration multiplies a vector by \(H-w\), then solves a damped system with the result as right-hand side. Someone has to choose \(\eta\). For a finite Hermitian matrix and an exactly applied inverse, the result below gives the effect of that choice on the eigenvalues of \(P\).

Write \(l\) for an eigenvalue of \(H\), \(x=l-w\) for its detuning, and \(d\) for the least \(|x|\). In the code, an eigenpair is a nonzero vector `v` with `A *ᵥ v = μ • v`; no normalisation is required. The function `dampedMode η x` is the number \(x/(x-i\eta)\).

In Lean 4 with Mathlib:

```lean
import Mathlib

open Matrix
open scoped ComplexOrder ComplexConjugate

namespace DampedShiftPreconditioner

noncomputable section

variable {n : Type*} [Fintype n]

/-- The vector `v` is nonzero and is an eigenvector of `A` with eigenvalue `μ`. -/
def IsEigenpair (A : Matrix n n ℂ) (μ : ℂ) (v : n → ℂ) : Prop :=
  v ≠ 0 ∧ A *ᵥ v = μ • v

/-- The eigenvalue `x / (x - iη)` assigned to a mode with detuning `x` by a preconditioner
with damping `η`; the domain is `x` and `η` not both zero. -/
def dampedMode (η x : ℝ) : ℂ := (x : ℂ) / ((x : ℂ) - η * Complex.I)
```

## Hermitian \(H\): the detunings are real

Hermiticity says that the undamped system has real energies, with no gain or loss. In this section \(\mu\) is an eigenvalue of \(H\), as in the lemma; later it is one of \(P\). If \(Hv=\mu v\), evaluating \(v^\dagger Hv\) from both sides gives

\[
\bar\mu\,v^\dagger v=\mu\,v^\dagger v .
\]

Since \(v^\dagger v\neq0\), \(\mu\) is real. The lemma does the same: `h1` equates the two evaluations of \(v^\dagger Hv\), which is the expectation value times \(v^\dagger v\) because \(v\) need not be normalised, and `h2` allows the cancellation.

```lean
/-- Every eigenvalue of a Hermitian matrix is real. -/
theorem eigenvalue_real {H : Matrix n n ℂ} (hH : H.IsHermitian) {μ : ℂ} {v : n → ℂ}
    (h : IsEigenpair H μ v) : μ.im = 0 := by
  obtain ⟨hv, he⟩ := h
  -- evaluate the expectation value of `H` from both sides
  have h1 : star (H *ᵥ v) ⬝ᵥ v = star v ⬝ᵥ (H *ᵥ v) := by
    rw [Matrix.star_mulVec, hH.eq, Matrix.dotProduct_mulVec]
  rw [he, star_smul, smul_dotProduct, dotProduct_smul, smul_eq_mul, smul_eq_mul] at h1
  have h2 : star v ⬝ᵥ v ≠ 0 := fun h => hv (dotProduct_star_self_eq_zero.mp h)
  have h3 : star μ = μ := mul_right_cancel₀ h2 h1
  exact Complex.conj_eq_iff_im.mp h3
```

Normality alone would not be enough for the circle. The \(1\times1\) matrix \(H=w-i\eta\) is normal, yet it gives \(P=(-i\eta)/(-2i\eta)=1/2\), the centre of the circle.

## Positive \(\eta\): a denominator that never vanishes

The damping \(\eta\) is an artificial linewidth, which moves the shift off the real axis to \(w+i\eta\). For real \(x\), the denominator \(x-i\eta\) has imaginary part \(-\eta\neq0\). With \(\mu=x/(x-i\eta)\),

\[
|\mu|=\frac{|x|}{\sqrt{x^2+\eta^2}},\qquad
\mu-\frac12=\frac12\,\frac{x+i\eta}{x-i\eta}.
\]

The last fraction is a number's conjugate divided by the number, so it has modulus 1 and \(|\mu-1/2|=1/2\). In `dampedMode_on_circle`, `e` is this identity and `h2` identifies the conjugate.

```lean
/-- For positive damping the denominator `x - iη` does not vanish. -/
theorem denominator_ne_zero {η : ℝ} (hη : 0 < η) (x : ℝ) :
    (x : ℂ) - η * Complex.I ≠ 0 := by
  intro h
  have h1 := congrArg Complex.im h
  simp at h1
  linarith

/-- The modulus of a damped mode is `|x| / √(x² + η²)`. -/
theorem norm_dampedMode (η x : ℝ) : ‖dampedMode η x‖ = |x| / √(x ^ 2 + η ^ 2) := by
  have h : ‖(x : ℂ) - η * Complex.I‖ ^ 2 = x ^ 2 + η ^ 2 := by
    rw [Complex.sq_norm, Complex.normSq_apply]
    simp only [Complex.sub_re, Complex.sub_im, Complex.mul_re, Complex.mul_im,
      Complex.ofReal_re, Complex.ofReal_im, Complex.I_re, Complex.I_im]
    ring
  rw [dampedMode, norm_div, Complex.norm_real, Real.norm_eq_abs, ← h,
    Real.sqrt_sq (norm_nonneg _)]

/-- For positive damping every damped mode lies on the circle of radius `1/2` about `1/2`. -/
theorem dampedMode_on_circle {η : ℝ} (hη : 0 < η) (x : ℝ) :
    ‖dampedMode η x - 1 / 2‖ = 1 / 2 := by
  have hD := denominator_ne_zero hη x
  have h1 := div_self hD
  -- the distance vector is half the ratio of a number's conjugate to the number
  have h2 : (x : ℂ) + η * Complex.I = conj ((x : ℂ) - η * Complex.I) := by
    apply Complex.ext <;> simp
  have e : dampedMode η x - 1 / 2
      = ((x : ℂ) + η * Complex.I) / ((x : ℂ) - η * Complex.I) * (1 / 2) := by
    rw [dampedMode]
    linear_combination (1 / 2 : ℂ) * h1
  rw [e, norm_mul, norm_div, h2, Complex.norm_conj, div_self (norm_ne_zero_iff.mpr hD)]
  norm_num
```

The modulus also grows with \(|x|\). If \(x^2\le y^2\), then \(x^2(y^2+\eta^2)\le y^2(x^2+\eta^2)\), because the difference of the two sides is \(\eta^2(y^2-x^2)\). The next lemma clears the denominators, squares, and reaches this inequality.

```lean
/-- At fixed positive damping, a mode closer to resonance has the smaller (or equal) modulus. -/
theorem norm_dampedMode_mono {η x y : ℝ} (hη : 0 < η) (h : |x| ≤ |y|) :
    ‖dampedMode η x‖ ≤ ‖dampedMode η y‖ := by
  have hxy : x ^ 2 ≤ y ^ 2 := sq_le_sq.mpr h
  rw [norm_dampedMode, norm_dampedMode, div_le_div_iff₀ (by positivity) (by positivity)]
  apply (sq_le_sq₀ (by positivity) (by positivity)).mp
  rw [mul_pow, mul_pow, Real.sq_sqrt (by positivity), Real.sq_sqrt (by positivity),
    sq_abs, sq_abs]
  nlinarith [mul_le_mul_of_nonneg_right hxy (sq_nonneg η)]
```

At \(\eta=0\) and off resonance, \(P\) is the identity and the preconditioner is as hard to invert as the original matrix; on resonance it has no inverse. A negative \(\eta\) merely conjugates each \(\mu\), so the sign is a convention.

## \(\mu\neq1\): the point at infinite detuning

Every other point of the circle comes from a real detuning. Put \(\mu=a+ib\). The circle equation is \(a^2+b^2=a\), and \(\mu\neq1\) forces \(a\neq1\). Take \(x=\eta b/(1-a)\). Then \(x(1-a)=\eta b\), and

\[
bx=\frac{\eta b^2}{1-a}=\frac{\eta a(1-a)}{1-a}=\eta a .
\]

These are the real and imaginary parts of \(\mu(x-i\eta)=x\), which appear as `hx` and `h3`. At fixed \(\eta>0\) the value \(\mu=1\) is never attained; it is only approached, as \(|x|\to\infty\).

```lean
/-- For positive damping, every point of the circle except `1` is the damped mode of some
real detuning. -/
theorem circle_attained {η : ℝ} (hη : 0 < η) {μ : ℂ} (hμ : μ ≠ 1)
    (h : ‖μ - 1 / 2‖ = 1 / 2) : ∃ x : ℝ, dampedMode η x = μ := by
  have hsq : μ.re ^ 2 + μ.im ^ 2 = μ.re := by
    have h2 := Complex.sq_norm (μ - 1 / 2)
    have hc : (1 / 2 : ℂ) = ((1 / 2 : ℝ) : ℂ) := by norm_num
    rw [h, Complex.normSq_apply, hc, Complex.sub_re, Complex.sub_im, Complex.ofReal_re,
      Complex.ofReal_im] at h2
    linear_combination -h2
  have h1 : 1 - μ.re ≠ 0 := by
    intro h0
    have ha : μ.re = 1 := by linarith
    rw [ha] at hsq
    have hb : μ.im = 0 := (pow_eq_zero_iff two_ne_zero).mp (by linarith)
    exact hμ (Complex.ext (by simpa using ha) (by simpa using hb))
  -- the detuning is `η Im μ / (1 - Re μ)`
  obtain ⟨x, hx⟩ : ∃ x : ℝ, x * (1 - μ.re) = η * μ.im := ⟨_, div_mul_cancel₀ _ h1⟩
  have h3 : μ.im * x = μ.re * η :=
    mul_right_cancel₀ h1 (by linear_combination μ.im * hx + η * hsq)
  refine ⟨x, ?_⟩
  rw [dampedMode, div_eq_iff (denominator_ne_zero hη x)]
  apply Complex.ext <;> simp only [Complex.sub_re, Complex.sub_im, Complex.mul_re,
    Complex.mul_im, Complex.ofReal_re, Complex.ofReal_im, Complex.I_re, Complex.I_im]
  · linear_combination hx
  · linear_combination -h3
```

## Nonzero detuning: room for the modulus to fall

For \(x\neq0\) and \(0\le\eta<\eta'\), the numerator \(|x|\) is fixed and positive while \(\sqrt{x^2+\eta^2}\) increases, so the modulus strictly falls. Also \(\sqrt{x^2+\eta'^2}>\eta'\), so the new modulus is below \(|x|/\eta'\). The two branches of the proof compare these denominators.

```lean
/-- For `x ≠ 0` and `0 ≤ η < η'`, raising the damping from `η` to `η'` strictly lowers the modulus
of the damped mode, and the new modulus is below `|x| / η'`. -/
theorem heavier_damping {η η' x : ℝ} (hx : x ≠ 0) (hη : 0 ≤ η) (h : η < η') :
    ‖dampedMode η' x‖ < ‖dampedMode η x‖ ∧ ‖dampedMode η' x‖ < |x| / η' := by
  have hx0 : 0 < |x| := abs_pos.mpr hx
  have hx2 : 0 < x ^ 2 := by positivity
  have hη' : 0 < η' := lt_of_le_of_lt hη h
  rw [norm_dampedMode, norm_dampedMode]
  constructor
  · apply div_lt_div_of_pos_left hx0 (Real.sqrt_pos.mpr (by positivity))
    exact Real.sqrt_lt_sqrt (by positivity) (by nlinarith)
  · apply div_lt_div_of_pos_left hx0 hη'
    exact (Real.lt_sqrt hη'.le).mpr (by linarith)
```

At \(x=0\) and positive damping the modulus is already zero, so nothing can fall. The condition \(0\le\eta\) cannot simply be dropped: going from \(\eta=-2\) to \(\eta'=1\) would raise the modulus.

## Hermiticity and damping together: from numbers to matrices

The code takes \(P\) literally, as a matrix inverse times a matrix, with `w` and `η` real by type.

```lean
variable [DecidableEq n]

/-- The shifted matrix `H - z`. -/
def shifted (H : Matrix n n ℂ) (z : ℂ) : Matrix n n ℂ := H - z • (1 : Matrix n n ℂ)

/-- The preconditioned matrix `(H - w - iη)⁻¹ (H - w)`; the domain is `H - w - iη`
invertible. -/
def preconditioned (H : Matrix n n ℂ) (w η : ℝ) : Matrix n n ℂ :=
  (shifted H (w + η * Complex.I))⁻¹ * shifted H w
```

If \(H-w-i\eta\) were singular, some \(v\neq0\) would satisfy \(Hv=(w+i\eta)v\), contradicting the reality of the energies.

```lean
/-- For Hermitian `H` and positive damping the preconditioner `H - w - iη` is invertible. -/
theorem damped_det_ne_zero {H : Matrix n n ℂ} (hH : H.IsHermitian) (w : ℝ) {η : ℝ}
    (hη : 0 < η) : (shifted H (w + η * Complex.I)).det ≠ 0 := by
  intro h0
  obtain ⟨v, hv, h⟩ := Matrix.exists_mulVec_eq_zero_iff.mpr h0
  rw [shifted, Matrix.sub_mulVec, Matrix.smul_mulVec, Matrix.one_mulVec, sub_eq_zero] at h
  have h1 := eigenvalue_real hH ⟨hv, h⟩
  simp at h1
  linarith
```

Hence \(Pv=\mu v\) is equivalent to

\[
(H-w)v=\mu(H-w-i\eta)v .
\]

If \(\mu=1\), this reduces to \(i\eta v=0\), which is impossible. Otherwise

\[
Hv=lv,\qquad l=\frac{w-\mu(w+i\eta)}{1-\mu},
\]

and \(l\) is real by Hermiticity. Rearranging gives \(l-w=\mu(l-w-i\eta)\), so \(\mu=x/(x-i\eta)\). Conversely, if \(Hv=lv\), this \(\mu\) satisfies the displayed equation. In the proof, `key` clears the inverse, `hμ` excludes \(\mu=1\), and `hE` and `hre` find the real energy; the final `calc` is the converse.

```lean
/-- For Hermitian `H` and positive damping, the preconditioned matrix has the same eigenvectors
as `H`, and an energy `l` turns into the damped mode of detuning `l - w`. -/
theorem eigenpair_iff {H : Matrix n n ℂ} (hH : H.IsHermitian) (w : ℝ) {η : ℝ} (hη : 0 < η)
    {μ : ℂ} {v : n → ℂ} : IsEigenpair (preconditioned H w η) μ v ↔
      ∃ l : ℝ, IsEigenpair H (l : ℂ) v ∧ μ = dampedMode η (l - w) := by
  have hdet := isUnit_iff_ne_zero.mpr (damped_det_ne_zero hH w hη)
  have hs : ∀ z : ℂ, shifted H z *ᵥ v = H *ᵥ v - z • v := fun z => by
    rw [shifted, Matrix.sub_mulVec, Matrix.smul_mulVec, Matrix.one_mulVec]
  -- clear the inverse: a generalized eigenvalue problem
  have key : preconditioned H w η *ᵥ v = μ • v ↔
      H *ᵥ v - (w : ℂ) • v = μ • (H *ᵥ v - ((w : ℂ) + η * Complex.I) • v) := by
    rw [← hs, ← hs, preconditioned, ← Matrix.mulVec_mulVec]
    constructor
    · intro h
      rw [← Matrix.mulVec_smul, ← h, Matrix.mulVec_mulVec, Matrix.mul_nonsing_inv _ hdet,
        Matrix.one_mulVec]
    · intro h
      rw [h, Matrix.mulVec_smul, Matrix.mulVec_mulVec, Matrix.nonsing_inv_mul _ hdet,
        Matrix.one_mulVec]
  constructor
  · rintro ⟨hv, h⟩
    rw [key] at h
    have hμ : 1 - μ ≠ 0 := by
      intro h1
      rw [← sub_eq_zero.mp h1] at h
      have h3 : ((η : ℂ) * Complex.I) • v = 0 := by linear_combination (norm := module) h
      rcases smul_eq_zero.mp h3 with h4 | h4
      · simp [hη.ne'] at h4
      · exact hv h4
    -- solve for the energy, which must be real
    have h5 : (1 - μ) • (H *ᵥ v) = ((w : ℂ) - μ * (w + η * Complex.I)) • v := by
      linear_combination (norm := module) h
    have hE : H *ᵥ v = (((w : ℂ) - μ * (w + η * Complex.I)) / (1 - μ)) • v := by
      rw [div_eq_inv_mul, mul_smul, ← h5, smul_smul, inv_mul_cancel₀ hμ, one_smul]
    have hre := eigenvalue_real hH ⟨hv, hE⟩
    obtain ⟨l, hl⟩ : ∃ l : ℝ, (l : ℂ) = ((w : ℂ) - μ * (w + η * Complex.I)) / (1 - μ) :=
      ⟨_, Complex.ext (Complex.ofReal_re _) ((Complex.ofReal_im _).trans hre.symm)⟩
    have hl' : (l : ℂ) * (1 - μ) = (w : ℂ) - μ * (w + η * Complex.I) := by
      rw [hl, div_mul_cancel₀ _ hμ]
    refine ⟨l, ⟨hv, by rw [hl]; exact hE⟩, ?_⟩
    rw [dampedMode, eq_div_iff (denominator_ne_zero hη _)]
    push_cast
    linear_combination -hl'
  · rintro ⟨l, ⟨hv, h⟩, rfl⟩
    refine ⟨hv, key.mpr ?_⟩
    have hm : dampedMode η (l - w) * ((l : ℂ) - w - η * Complex.I) = (l : ℂ) - w := by
      have hD := denominator_ne_zero hη (l - w)
      rw [dampedMode]
      push_cast at hD ⊢
      exact div_mul_cancel₀ _ hD
    rw [h]
    calc (l : ℂ) • v - (w : ℂ) • v = ((l : ℂ) - w) • v := by module
      _ = (dampedMode η (l - w) * ((l : ℂ) - w - η * Complex.I)) • v := by rw [hm]
      _ = _ := by module
```

## \(d\) is the distance to an actual energy

The hypothesis `hd` uses `IsLeast`: \(d\) is a lower bound for every \(|l-w|\) and equals one of them. Physically, it is the absolute detuning of the nearest mode. Exact resonance, \(d=0\), is allowed.

The theorem says that every eigenvalue of \(P\) lies on the circle and that the least modulus, again attained, is \(d/\sqrt{d^2+\eta^2}\). Its proof carries the nearest eigenvector `v₀` over to \(P\), then bounds every other modulus by monotonicity. If \(d\) were only a lower bound for the absolute detunings, the formula would still bound the moduli from below but might not be attained.

```lean
/-- Let `H` be Hermitian, `η > 0`, and `d` the distance from `w` to the nearest eigenvalue of `H`.
All eigenvalues of `(H - w - iη)⁻¹ (H - w)` lie on the circle of radius `1/2` about `1/2`, and
their smallest modulus is `d / √(d² + η²)`. -/
theorem preconditioned_spectrum {H : Matrix n n ℂ} (hH : H.IsHermitian) {w η d : ℝ}
    (hη : 0 < η)
    (hd : IsLeast {r : ℝ | ∃ (l : ℝ) (v : n → ℂ), IsEigenpair H (l : ℂ) v ∧ r = |l - w|} d) :
    (∀ μ v, IsEigenpair (preconditioned H w η) μ v → ‖μ - 1 / 2‖ = 1 / 2) ∧
    IsLeast {r : ℝ | ∃ μ v, IsEigenpair (preconditioned H w η) μ v ∧ r = ‖μ‖}
      (d / √(d ^ 2 + η ^ 2)) := by
  obtain ⟨⟨l₀, v₀, hv₀, h₀⟩, hmin⟩ := hd
  refine ⟨fun μ v h => ?_, ?_, ?_⟩
  · obtain ⟨l, -, rfl⟩ := (eigenpair_iff hH w hη).mp h
    exact dampedMode_on_circle hη _
  · -- the eigenvector nearest to resonance attains the minimum
    refine ⟨dampedMode η (l₀ - w), v₀, (eigenpair_iff hH w hη).mpr ⟨l₀, hv₀, rfl⟩, ?_⟩
    rw [norm_dampedMode, h₀, sq_abs]
  · rintro r ⟨μ, v, h, rfl⟩
    obtain ⟨l, hl, rfl⟩ := (eigenpair_iff hH w hη).mp h
    have h1 : d ≤ |l - w| := hmin ⟨l, v, hl, rfl⟩
    rw [h₀] at h1
    rw [h₀, sq_abs, ← norm_dampedMode]
    exact norm_dampedMode_mono hη h1

end

end DampedShiftPreconditioner
```

```lean
#print axioms DampedShiftPreconditioner.circle_attained
-- 'DampedShiftPreconditioner.circle_attained' depends on axioms: [propext, Classical.choice, Quot.sound]
#print axioms DampedShiftPreconditioner.heavier_damping
-- 'DampedShiftPreconditioner.heavier_damping' depends on axioms: [propext, Classical.choice, Quot.sound]
#print axioms DampedShiftPreconditioner.eigenpair_iff
-- 'DampedShiftPreconditioner.eigenpair_iff' depends on axioms: [propext, Classical.choice, Quot.sound]
#print axioms DampedShiftPreconditioner.preconditioned_spectrum
-- 'DampedShiftPreconditioner.preconditioned_spectrum' depends on axioms: [propext, Classical.choice, Quot.sound]
```

## Two modes at two dampings

Take

\[
H=\begin{pmatrix}0&2\\2&0\end{pmatrix},\qquad w=1 .
\]

The energies are \(2\) and \(-2\), the detunings are \(1\) and \(-3\), and \(d=1\). For \(\eta=1\),

\[
\mu_1=\frac{1}{1-i}=\frac{1+i}{2},\qquad
\mu_2=\frac{-3}{-3-i}=\frac{9-3i}{10}.
\]

Subtracting \(1/2\) leaves \(i/2\) and \((4-3i)/10\), both of modulus \(1/2\). The moduli of \(\mu_1\) and \(\mu_2\) are \(1/\sqrt2\approx0.707\) and \(3/\sqrt{10}\approx0.949\). Raising \(\eta\) to \(3\) lowers them to \(1/\sqrt{10}\approx0.316\) and \(1/\sqrt2\approx0.707\): both modes move towards zero, and the near-resonant one ends up closer to it.
